# For spherical crystallites sized by the cube root of their volume, the integral-breadth Scherrer constant is $(4/3)(\pi/6)^{1/3}$

A powder of very small crystals gives broadened diffraction peaks, and the width of a peak is used to estimate the crystal size. In kinematic diffraction, size broadening depends on the lengths of the columns into which a crystallite is cut parallel to the scattering vector. The width, taken as the area of the peak divided by its height, therefore yields an average column length. A factor that depends on the shape and on the chosen measure of size, the Scherrer constant, turns it into a size. For a sphere this factor is the same for every reflection, because a sphere looks the same along every direction.

The result can serve as a check on a kinematically simulated powder pattern, provided that the crystallites are defect-free, strain-free spheres of one size, the peaks are narrow and do not overlap, and instrumental broadening is absent.

## Columns through a sphere

```lean
import Mathlib

open Real Set

namespace SphereScherrer

noncomputable section
```

The first line loads Mathlib, the mathematical library for Lean. The `open` line allows short names such as `π` for the circle constant and `Ioo` for an open interval.

```lean
/-- Length of the column through a sphere of radius `R` at distance `s` from the axis. -/
def columnLength (R s : ℝ) : ℝ := 2 * √(R ^ 2 - s ^ 2)
```

The axis is the line through the centre of the sphere parallel to the scattering vector. For a sphere of radius $R$, the column at distance $s\le R$ from the axis has length
$$T(s)=2\sqrt{R^2-s^2}.$$
In Lean this is a function `columnLength` of two real numbers, written `columnLength R s` without parentheses or commas.

```lean
/-- The `n`-th power of the column length, integrated over the circular cross-section. -/
def columnMoment (R : ℝ) (n : ℕ) : ℝ :=
  ∫ s in (0 : ℝ)..R, 2 * π * s * columnLength R s ^ n
```

The ring between $s$ and $s+ds$ has area $2\pi s\,ds$. The $n$-th moment of the column length over the circular cross-section is
$$M_n(R)=\int_0^R 2\pi s\,T(s)^n\,ds,$$
where $n$ is a natural number.

```lean
/-- Volume of a sphere of radius `R`. -/
def sphereVolume (R : ℝ) : ℝ := 4 / 3 * π * R ^ 3
```

The volume $V=\tfrac43\pi R^3$ is entered as a formula. A theorem below shows that it agrees with the column integral.

```lean
/-- Volume-weighted mean column length of a sphere of radius `R`. -/
def meanColumn (R : ℝ) : ℝ := columnMoment R 2 / sphereVolume R
```

A column of cross-section $dA$ has volume $T\,dA$. Weighting each length $T$ by this volume gives $T^2\,dA$, so the volume-weighted mean column length is $L=M_2/V$.

```lean
/-- The Scherrer constant of a sphere whose size is the cube root of its volume. -/
def scherrerConstant : ℝ := 4 / 3 * (π / 6) ^ (1 / 3 : ℝ)
```

This names the number $K=\tfrac43(\pi/6)^{1/3}$. The annotation `(1 / 3 : ℝ)` makes the exponent a real number; in natural-number arithmetic, $1/3$ would round down to zero.

```lean
/-- Postulated size-only integral breadth (in the angle `2θ`) of a reflection at Bragg angle `θ` and
wavelength `lam`, for spherical crystallites of radius `R`. -/
def integralBreadth (lam θ R : ℝ) : ℝ := lam / (meanColumn R * cos θ)
```

The integral breadth $\beta$ is the area under a peak divided by its height, here in radians on the $2\theta$ scale. For wavelength $\lambda$ (`lam` in the code) and Bragg angle $\theta$, the model sets
$$\beta=\frac{\lambda}{L\cos\theta}.$$
This relation is postulated. It stands for the kinematic result that size broadening has integral breadth $1/L$ in the reciprocal-space variable $2\sin\theta/\lambda$, converted to angle for a narrow peak. Strain and instrumental broadening are left out.

```lean
/-- If `s ^ 2 ≤ R ^ 2`, a point at distance `s` from the axis and height `z` lies in the ball of
radius `R` exactly when `z` is within half a column length of the equatorial plane. -/
theorem mem_column_iff {R s : ℝ} (z : ℝ) (hs : s ^ 2 ≤ R ^ 2) :
    s ^ 2 + z ^ 2 ≤ R ^ 2 ↔ |z| ≤ columnLength R s / 2 := by
  have hhalf : columnLength R s / 2 = √(R ^ 2 - s ^ 2) := by
    unfold columnLength
    ring
  rw [hhalf]
  constructor
  · intro h
    exact Real.abs_le_sqrt (by linarith)
  · intro h
    have h1 := pow_le_pow_left₀ (abs_nonneg z) h 2
    rw [sq_abs, Real.sq_sqrt (by linarith)] at h1
    linarith
```

The theorem says that, for $s^2\le R^2$, a point at distance $s$ from the axis and height $z$ satisfies $s^2+z^2\le R^2$ exactly when $|z|\le T(s)/2$. The condition `hs` selects the columns that meet the sphere. By hand,
$$s^2+z^2\le R^2\iff z^2\le R^2-s^2\iff |z|\le\sqrt{R^2-s^2}=\tfrac12T(s).$$

In Lean, the statement stands before `:= by` and the proof after it. The command `constructor` splits the equivalence into its two directions. The first takes a square root and the second squares the inequality, while `linarith` does the linear rearrangements.

## All moments from one antiderivative

```lean
/-- Every moment of the column length of a sphere in closed form. -/
theorem columnMoment_eq {R : ℝ} (hR : 0 ≤ R) (n : ℕ) :
    columnMoment R n = 2 ^ (n + 1) * π * R ^ (n + 2) / (n + 2) := by
  have hn : (n : ℝ) + 2 ≠ 0 := by positivity
  -- an explicit antiderivative, differentiable inside the rim of the sphere
  have hderiv : ∀ s ∈ Ioo (0 : ℝ) R, HasDerivAt
      (fun x : ℝ => -(2 ^ (n + 1) * π / ((n : ℝ) + 2)) * √(R ^ 2 - x ^ 2) ^ (n + 2))
      (2 * π * s * columnLength R s ^ n) s := by
    intro s hs
    have hpos : 0 < R ^ 2 - s ^ 2 := by nlinarith [hs.1, hs.2]
    have h1 : HasDerivAt (fun x : ℝ => R ^ 2 - x ^ 2) (-(2 * s)) s := by
      simpa using (hasDerivAt_pow 2 s).const_sub (R ^ 2)
    have h2 := ((h1.sqrt hpos.ne').fun_pow (n + 2)).const_mul
      (-(2 ^ (n + 1) * π / ((n : ℝ) + 2)))
    refine h2.congr_deriv ?_
    have hq : √(R ^ 2 - s ^ 2) ≠ 0 := (Real.sqrt_pos.mpr hpos).ne'
    unfold columnLength
    rw [show n + 2 - 1 = n + 1 by omega]
    generalize √(R ^ 2 - s ^ 2) = q at hq ⊢
    push_cast
    rw [mul_pow, pow_succ q n, pow_succ (2 : ℝ) n]
    field_simp
  have hcont : Continuous
      (fun x : ℝ => -(2 ^ (n + 1) * π / ((n : ℝ) + 2)) * √(R ^ 2 - x ^ 2) ^ (n + 2)) := by
    fun_prop
  have hint : Continuous (fun s : ℝ => 2 * π * s * columnLength R s ^ n) := by
    unfold columnLength
    fun_prop
  unfold columnMoment
  rw [intervalIntegral.integral_eq_sub_of_hasDerivAt_of_le hR hcont.continuousOn hderiv
    (hint.intervalIntegrable 0 R)]
  -- half the column length vanishes at the rim and is the radius on the axis
  have e1 : √(R ^ 2 - R ^ 2) = 0 := by rw [sub_self, Real.sqrt_zero]
  have e0 : √(R ^ 2 - 0 ^ 2) = R := by
    rw [show R ^ 2 - 0 ^ 2 = R ^ 2 by ring, Real.sqrt_sq hR]
  rw [e1, e0, zero_pow (by omega)]
  ring
```

For every $R\ge0$ and every natural number $n$,
$$M_n(R)=\frac{2^{n+1}\pi R^{n+2}}{n+2}.$$
Write $q(s)=\sqrt{R^2-s^2}$, so that $T=2q$, and take
$$F(s)=-\frac{2^{n+1}\pi}{n+2}\,q(s)^{n+2}.$$
Inside the sphere $q'=-s/q$, hence
$$F'(s)=-2^{n+1}\pi\,q^{n+1}\left(-\frac sq\right)=2^{n+1}\pi s\,q^n=2\pi s\,(2q)^n.$$
This is the integrand. Since $q(R)=0$ and $q(0)=R$, the difference $F(R)-F(0)$ is the stated value.

At the rim $q$ vanishes and the formula for $q'$ breaks down. The proof therefore uses a version of the fundamental theorem of calculus that asks for continuity on the closed interval and a derivative only in its interior. The step `hderiv` supplies the derivative, `hcont` the continuity of $F$, and `hint` the continuity of the integrand, which makes it integrable. The equations `e1` and `e0` are the two endpoint values.

```lean
/-- The columns together fill the volume of the sphere. -/
theorem columnMoment_one {R : ℝ} (hR : 0 ≤ R) : columnMoment R 1 = sphereVolume R := by
  rw [columnMoment_eq hR, sphereVolume]
  norm_num
  ring
```

Setting $n=1$ gives $M_1=4\pi R^3/3=V$: the columns together fill the sphere. The proof inserts the general moment and leaves the arithmetic to `norm_num`, which evaluates numerical expressions, and `ring`, which checks polynomial identities.

```lean
/-- A sphere of positive radius `R` has positive volume, and its volume-weighted mean
column length is `3R/2`. -/
theorem meanColumn_eq {R : ℝ} (hR : 0 < R) :
    0 < sphereVolume R ∧ meanColumn R = 3 * R / 2 := by
  have hV : 0 < sphereVolume R := by
    unfold sphereVolume
    positivity
  refine ⟨hV, ?_⟩
  rw [meanColumn, div_eq_iff hV.ne', columnMoment_eq hR.le, sphereVolume]
  norm_num
  ring
```

For $R>0$ the volume is positive, and
$$L=\frac{M_2}{V}=\frac{8\pi R^4/4}{4\pi R^3/3}=\frac{3R}{2}.$$
The sign `∧` means "and". Positivity is proved first, as `hV`; it then allows `div_eq_iff` to multiply both sides by $V$.

## The Scherrer constant and its numerical value

```lean
/-- The cube root of the sphere volume, divided by the volume-weighted mean column length, is
`(4/3)(π/6)^(1/3)` for every positive radius. -/
theorem size_div_meanColumn {R : ℝ} (hR : 0 < R) :
    sphereVolume R ^ (1 / 3 : ℝ) / meanColumn R = scherrerConstant := by
  -- the sphere fills the fraction π/6 of the cube on its diameter
  have hV : sphereVolume R = π / 6 * (2 * R) ^ 3 := by
    unfold sphereVolume
    ring
  have hroot : ((2 * R) ^ 3) ^ (1 / 3 : ℝ) = 2 * R := by
    rw [← Real.rpow_natCast (2 * R) 3, ← Real.rpow_mul (by positivity)]
    norm_num
  rw [(meanColumn_eq hR).2, hV, Real.mul_rpow (by positivity) (by positivity), hroot,
    scherrerConstant, div_eq_iff (by positivity)]
  ring
```

Taking $V^{1/3}$ as the crystallite size, the theorem states that $V^{1/3}/L=K$ for every $R>0$. The sphere fills the fraction $\pi/6$ of the cube built on its diameter, so
$$V=\frac\pi6(2R)^3,\qquad V^{1/3}=2R\left(\frac\pi6\right)^{1/3},$$
$$\frac{V^{1/3}}{L}=\frac{2R(\pi/6)^{1/3}}{3R/2}=\frac43\left(\frac\pi6\right)^{1/3}.$$
The radius cancels. In the proof, `hV` is the rewritten volume and `hroot` is the cube root of $(2R)^3$. A different measure of size, such as the diameter, would give a different constant.

```lean
/-- The Scherrer constant of a sphere lies between 1.074 and 1.075. -/
theorem scherrerConstant_bounds :
    1.074 < scherrerConstant ∧ scherrerConstant < 1.075 := by
  have hx : 0 ≤ (π / 6) ^ (1 / 3 : ℝ) := by positivity
  have hcube : ((π / 6) ^ (1 / 3 : ℝ)) ^ 3 = π / 6 := by
    rw [← Real.rpow_natCast, ← Real.rpow_mul (by positivity)]
    norm_num
  unfold scherrerConstant
  generalize (π / 6) ^ (1 / 3 : ℝ) = x at hx hcube ⊢
  -- compare cubes, using four decimals of π
  have hlo : (0.8055 : ℝ) < x := by
    refine lt_of_pow_lt_pow_left₀ 3 hx ?_
    rw [hcube]
    linarith [Real.pi_gt_d4, show (0.8055 : ℝ) ^ 3 < 3.1415 / 6 by norm_num]
  have hhi : x < (0.80625 : ℝ) := by
    refine lt_of_pow_lt_pow_left₀ 3 (by norm_num) ?_
    rw [hcube]
    linarith [Real.pi_lt_d4, show (3.1416 : ℝ) / 6 < 0.80625 ^ 3 by norm_num]
  constructor <;> linarith
```

The bounds are $1.074<K<1.075$. Put $x=(\pi/6)^{1/3}$, so that $x^3=\pi/6$ and $K=4x/3$. The claim is then equivalent to $0.8055<x<0.80625$. Cubing preserves order for non-negative numbers, and
$$0.8055^3<\frac{3.1415}{6}<\frac\pi6<\frac{3.1416}{6}<0.80625^3.$$
The steps `hlo` and `hhi` are these two comparisons, with the bounds on $\pi$ taken from Mathlib. The last line multiplies by $4/3$.

## From peak width to crystallite size

```lean
/-- Scherrer equation for spheres: the cube root of the crystallite volume follows from
the wavelength, the Bragg angle and the integral breadth. -/
theorem scherrer_equation {R lam θ : ℝ} (hR : 0 < R) (hlam : 0 < lam) (hθ : 0 < cos θ) :
    sphereVolume R ^ (1 / 3 : ℝ) =
      scherrerConstant * lam / (integralBreadth lam θ R * cos θ) := by
  have hL : 0 < meanColumn R := by
    rw [(meanColumn_eq hR).2]
    positivity
  have hsize := (div_eq_iff hL.ne').mp (size_div_meanColumn hR)
  have hb : integralBreadth lam θ R * cos θ = lam / meanColumn R := by
    unfold integralBreadth
    field_simp
  rw [hsize, hb]
  field_simp
```

This is the Scherrer equation for spheres:
$$V^{1/3}=\frac{K\lambda}{\beta\cos\theta}.$$
It assumes $R>0$, $\lambda>0$ and $\cos\theta>0$. The definition of $\beta$ gives $\beta\cos\theta=\lambda/L$, which is `hb`. The right-hand side is therefore $KL$, and the theorem `size_div_meanColumn`, in the form `hsize`, says that $KL=V^{1/3}$. The command `field_simp` cancels the non-zero factors. The equation rests on the postulated breadth; no diffraction profile is computed here.

```lean
/-- In a powder with `w i` spheres of radius `R i`, the volume-weighted mean column length
is `3/2` times the ratio of the fourth to the third moment of the radius. -/
theorem powder_meanColumn {ι : Type*} (p : Finset ι) (w R : ι → ℝ)
    (hR : ∀ i ∈ p, 0 ≤ R i) :
    (∑ i ∈ p, w i * columnMoment (R i) 2) / (∑ i ∈ p, w i * sphereVolume (R i)) =
      3 / 2 * ((∑ i ∈ p, w i * R i ^ 4) / (∑ i ∈ p, w i * R i ^ 3)) := by
  have h2 : ∑ i ∈ p, w i * columnMoment (R i) 2 = 2 * π * ∑ i ∈ p, w i * R i ^ 4 := by
    rw [Finset.mul_sum]
    refine Finset.sum_congr rfl fun i hi => ?_
    rw [columnMoment_eq (hR i hi)]
    norm_num
    ring
  have h3 : ∑ i ∈ p, w i * sphereVolume (R i) = 4 / 3 * π * ∑ i ∈ p, w i * R i ^ 3 := by
    rw [Finset.mul_sum]
    refine Finset.sum_congr rfl fun i _ => ?_
    unfold sphereVolume
    ring
  have hc : 2 * π / (4 / 3 * π) = 3 / 2 := by
    have := Real.pi_ne_zero
    field_simp
    norm_num
  rw [h2, h3, mul_div_mul_comm, hc]

end

end SphereScherrer
```

The crystallites in a powder usually differ in size. The last theorem keeps them spherical but allows several radii. Here `p` is a finite set of labels, and for each label $i$ there are $w_i$ spheres of radius $R_i\ge0$. The theorem reads
$$\frac{\sum_i w_iM_2(R_i)}{\sum_i w_iV(R_i)}=\frac32\,\frac{\sum_i w_iR_i^4}{\sum_i w_iR_i^3}.$$
By hand, insert $M_2(R_i)=2\pi R_i^4$ and $V(R_i)=\tfrac43\pi R_i^3$, then take the constants out of the sums. Their ratio is $2\pi/(4\pi/3)=3/2$. The steps `h2`, `h3` and `hc` are the numerator, the denominator and this ratio.

The weights are arbitrary real numbers in the theorem. To read the quotient as a mean, one needs non-negative weights and a positive total volume; if the total volume is zero, Lean's convention for division by zero makes both sides zero. With a single radius $R>0$ and positive weight, the formula returns $3R/2$. In a mixture, the quotient on the right is the mean of the radii with weights $w_iR_i^3$, so large spheres have more influence than their number alone would suggest.

```lean
#print axioms SphereScherrer.columnMoment_one
#print axioms SphereScherrer.scherrerConstant_bounds
#print axioms SphereScherrer.scherrer_equation
#print axioms SphereScherrer.powder_meanColumn
```

```
'SphereScherrer.columnMoment_one' depends on axioms: [propext, Classical.choice, Quot.sound]
'SphereScherrer.scherrerConstant_bounds' depends on axioms: [propext, Classical.choice, Quot.sound]
'SphereScherrer.scherrer_equation' depends on axioms: [propext, Classical.choice, Quot.sound]
'SphereScherrer.powder_meanColumn' depends on axioms: [propext, Classical.choice, Quot.sound]
```
